# The energy-norm gain from rescaling a conjugate-gradient starting guess

Take the system $Ax=b$ with $A=\mathrm{diag}(2,1)$ and $b=(2,1)$, whose solution is $x=(1,1)$. Measure the squared error of a guess $v$ by $\langle x-v,A(x-v)\rangle$, where $\langle p,q\rangle=\sum_i p_iq_i$. The guess $y=(3,0)$ points in a useful direction but is too long. Its squared error is $2\cdot 2^2+1=9$, while the zero vector has only $3$.

Now scale $y$ by
$$c=\frac{\langle y,b\rangle}{\langle y,Ay\rangle}=\frac{6}{18}=\frac13 .$$
The scaled guess $cy=(1,0)$ has squared error $1$. Its residual $b-A(cy)=(0,1)$ is orthogonal to $y$, so no further change of length can help. The two gains are $9-1=8=(1-c)^2\cdot 18$ and $3-1=2=c^2\cdot 18$.

## Two gains and a threshold at one half

Let $A$ be a real symmetric positive definite matrix, $Ax=b$, and $y\neq0$. Write $E(v)=\langle v,Av\rangle$ and $\mathrm{err}(v)=E(x-v)$, and let $c=\langle y,b\rangle/E(y)$. Then $E(y)>0$ and
$$\mathrm{err}(y)-\mathrm{err}(cy)=(1-c)^2E(y),\qquad \mathrm{err}(0)-\mathrm{err}(cy)=c^2E(y).$$

The derivation starts with the energy of a difference. Symmetry gives $\langle p,Aq\rangle=\langle q,Ap\rangle$, hence
$$E(p-q)=E(p)-2\langle q,Ap\rangle+E(q).$$

Let $S$ be a subspace of guesses, and suppose that $u\in S$ has a residual orthogonal to $S$. That residual is $b-Au=A(x-u)$. For any $v\in S$, write $x-v=(x-u)-(v-u)$ and expand:
$$\mathrm{err}(v)=\mathrm{err}(u)-2\langle v-u,A(x-u)\rangle+E(v-u).$$
Since $v-u\in S$, the middle term vanishes, and
$$\mathrm{err}(v)=\mathrm{err}(u)+E(v-u).$$
This is Pythagoras' theorem in the energy norm. If $v\neq u$, the last term is positive, so $u$ is strictly the best guess in $S$.

For a single guess, $S$ is the line of multiples of $y$. The definition of $c$ gives
$$\langle y,b-A(cy)\rangle=\langle y,b\rangle-cE(y)=0,$$
so $cy$ has the required residual. With $v=ty$ and $E(ty-cy)=(t-c)^2E(y)$, the identity becomes
$$\mathrm{err}(ty)=\mathrm{err}(cy)+(t-c)^2E(y).$$
Setting $t=1$ and $t=0$ gives the two gains. Subtracting them yields
$$\mathrm{err}(y)-\mathrm{err}(0)=\big((1-c)^2-c^2\big)E(y)=(1-2c)E(y),$$
so the unscaled guess is worse than zero exactly when $c<1/2$.

In a simulation that solves a sequence of symmetric positive definite systems, for instance for the induced dipoles of a polarisable model, the previous solution can serve as the starting guess $y$ of the conjugate-gradient method. The scaling then costs little, because the product $Ay$ is needed for the initial residual anyway. The result concerns the error at the start and makes no statement about the number of iterations that follow.

## Symmetry, and a step along a search direction

Positivity of $\langle v,Av\rangle$ for all $v\neq0$ is not enough if $A$ is not symmetric. Take
$$A=\begin{pmatrix}1&1\\0&1\end{pmatrix},\qquad x=(0,1),\qquad b=(1,1),\qquad y=(1,0).$$
Here $\langle v,Av\rangle=v_1^2+v_1v_2+v_2^2$ is positive for $v\ne0$, and $c=1$. But $\mathrm{err}(ty)=t^2-t+1$, so $cy$ and the zero vector have the same error $1$, where the formula would promise a gain of $1$. The minimum lies at $t=1/2$.

For symmetric positive definite $A$, the argument for a single guess also gives the gain of a line search. From any current guess $u$ with residual $r=b-Au$, the error $x-u$ solves $A(x-u)=r$. Treating a direction $p\neq0$ as the guess for this system shows that the step $\alpha p$ with $\alpha=\langle p,r\rangle/\langle p,Ap\rangle$ lowers the squared error by $\alpha^2\langle p,Ap\rangle$.

## The model: matrices, energies and the scaling factor

Vectors are functions `n → ℝ` on a finite index type `n`, and `A` is a real square matrix indexed by `n`. The entries are real numbers, so rounding plays no part.

```lean
import Mathlib

open Matrix

namespace WarmStartCG

noncomputable section

variable {n : Type*} [Fintype n]
```

The function `energy` is $E$. In Lean's notation `⬝ᵥ` is the dot product and `*ᵥ` applies a matrix to a vector.

```lean
/-- The quadratic form `⟨v, A v⟩`, which is the squared energy norm of `v` when `A` is
symmetric positive definite. -/
def energy (A : Matrix n n ℝ) (v : n → ℝ) : ℝ := v ⬝ᵥ A *ᵥ v
```

The function `errSq` takes the solution `x` as an argument and returns the energy of the error `x - v`. For symmetric positive definite `A` this is the square of the error's energy norm, without a factor $1/2$.

```lean
/-- The energy `⟨x - v, A (x - v)⟩` of the error of the guess `v` when the solution is `x`. It is
the squared energy-norm error when `A` is symmetric positive definite. -/
def errSq (A : Matrix n n ℝ) (x v : n → ℝ) : ℝ := energy A (x - v)
```

The factor $c$ is computed from `A`, `b` and `y` alone, without knowledge of the solution.

```lean
/-- The scaling factor `⟨y, b⟩ / ⟨y, A y⟩` of a guess `y`, for `⟨y, A y⟩ ≠ 0`. -/
def bestScale (A : Matrix n n ℝ) (b y : n → ℝ) : ℝ := (y ⬝ᵥ b) / energy A y
```

## Positivity and the cross term

The hypothesis `A.PosDef` contains both symmetry and positivity of the quadratic form. The first lemma extracts the positivity.

```lean
/-- For a positive definite matrix every nonzero vector has positive energy. -/
theorem energy_pos {A : Matrix n n ℝ} (hA : A.PosDef) {v : n → ℝ} (hv : v ≠ 0) :
    0 < energy A v := by
  have h := hA.dotProduct_mulVec_pos hv
  simpa [energy] using h
```

The expansion of $E(p-q)$ needs only symmetry, `A.IsSymm`. The step `hs` proves that the two cross terms agree by moving `A` to the other side of the dot product as its transpose. The rest is bilinearity, collected by `linarith`.

```lean
/-- For symmetric `A`, the energy of a difference is the sum of the energies minus twice
the cross term. -/
theorem energy_sub {A : Matrix n n ℝ} (hA : A.IsSymm) (p q : n → ℝ) :
    energy A (p - q) = energy A p - 2 * (q ⬝ᵥ A *ᵥ p) + energy A q := by
  -- symmetry makes the two cross terms equal
  have hs : p ⬝ᵥ A *ᵥ q = q ⬝ᵥ A *ᵥ p := by
    rw [Matrix.dotProduct_mulVec, ← Matrix.mulVec_transpose, hA.eq, dotProduct_comm]
  simp only [energy, Matrix.mulVec_sub, sub_dotProduct, dotProduct_sub]
  linarith
```

## Pythagoras in a subspace of guesses

The subspace is `S`, and `hG` is the condition that the residual of `u` be orthogonal to every `s` in `S`. The existence of such a `u` is assumed here; for a line it is supplied below.

The proof applies `hG` to `v - u` and replaces `b` by `A *ᵥ x`, which turns the residual into $A(x-u)$. The equation `e` is the splitting of $x-v$, and the expansion then loses its cross term.

```lean
/-- Let `A` be symmetric and `A x = b`. If the residual of a guess `u` in a subspace `S` is
orthogonal to `S`, the energy of the error of any `v` in `S` is that of the error of `u` plus the
energy of `v - u`. -/
theorem galerkin_pythagoras {A : Matrix n n ℝ} (hA : A.IsSymm) {x b : n → ℝ}
    (hx : A *ᵥ x = b) (S : Submodule ℝ (n → ℝ)) {u v : n → ℝ} (hu : u ∈ S) (hv : v ∈ S)
    (hG : ∀ s ∈ S, s ⬝ᵥ (b - A *ᵥ u) = 0) :
    errSq A x v = errSq A x u + energy A (v - u) := by
  -- the residual is `A` applied to the error, so the cross term vanishes
  have h := hG (v - u) (S.sub_mem hv hu)
  rw [← hx, ← Matrix.mulVec_sub] at h
  have e : x - v = (x - u) - (v - u) := by abel
  have h2 := energy_sub hA (x - u) (v - u)
  rw [← e, h] at h2
  unfold errSq
  linarith
```

With positive definiteness, the additional energy of `v - u` is strictly positive when `v ≠ u`. The step `hs` recovers symmetry from `PosDef`: for real matrices the conjugate transpose is the transpose.

```lean
/-- Let `A` be symmetric positive definite and `A x = b`. A guess in a subspace whose residual
is orthogonal to that subspace has a strictly smaller energy-norm error than every other
guess in the subspace. -/
theorem galerkin_strictly_best {A : Matrix n n ℝ} (hA : A.PosDef) {x b : n → ℝ}
    (hx : A *ᵥ x = b) (S : Submodule ℝ (n → ℝ)) {u v : n → ℝ} (hu : u ∈ S) (hv : v ∈ S)
    (hG : ∀ s ∈ S, s ⬝ᵥ (b - A *ᵥ u) = 0) (hne : v ≠ u) :
    errSq A x u < errSq A x v := by
  have hs : A.IsSymm := by
    have h := hA.isHermitian.eq
    rw [Matrix.conjTranspose_eq_transpose_of_trivial] at h
    exact h
  have h := galerkin_pythagoras hs hx S hu hv hG
  have hp := energy_pos hA (sub_ne_zero.mpr hne)
  linarith
```

## The line through one guess

The next lemma is the computation $\langle y,b\rangle-cE(y)=0$. Positivity of `energy A y` allows the division to be cancelled.

```lean
/-- For positive definite `A` and a nonzero guess `y`, the residual of the guess scaled by
`⟨y, b⟩ / ⟨y, A y⟩` is orthogonal to `y`. -/
theorem scaled_residual_orthogonal {A : Matrix n n ℝ} (hA : A.PosDef) (b : n → ℝ)
    {y : n → ℝ} (hy : y ≠ 0) :
    y ⬝ᵥ (b - A *ᵥ (bestScale A b y • y)) = 0 := by
  have hp : energy A y ≠ 0 := (energy_pos hA hy).ne'
  rw [Matrix.mulVec_smul, dotProduct_sub, dotProduct_smul, smul_eq_mul]
  change y ⬝ᵥ b - bestScale A b y * energy A y = 0
  rw [bestScale, div_mul_cancel₀ _ hp, sub_self]
```

The next theorem gives the energy of the error on the line as a function of the scaling `t`. Here `c` is any real number for which the residual of `c • y` is orthogonal to `y`, and `A` need only be symmetric. When $E(y)>0$, as for positive definite `A` and nonzero `y`, the graph is a parabola with its minimum at `c`. The proof takes `S` to be the span of `y`. Each element of the span is a multiple of `y`, so orthogonality to `y` is enough, and `hq` pulls the factor $(t-c)^2$ out of the energy.

```lean
/-- Let `A` be symmetric and `A x = b`. If the residual of `c y` is orthogonal to `y`, the energy of
the error of `t y` is that of the error of `c y` plus `(t - c)² ⟨y, A y⟩`. -/
theorem error_along_line {A : Matrix n n ℝ} (hA : A.IsSymm) {x b y : n → ℝ}
    (hx : A *ᵥ x = b) {c : ℝ} (hc : y ⬝ᵥ (b - A *ᵥ (c • y)) = 0) (t : ℝ) :
    errSq A x (t • y) = errSq A x (c • y) + (t - c) ^ 2 * energy A y := by
  have hmem : ∀ a : ℝ, a • y ∈ Submodule.span ℝ {y} := fun a =>
    Submodule.mem_span_singleton.mpr ⟨a, rfl⟩
  have h := galerkin_pythagoras hA hx (Submodule.span ℝ {y}) (hmem c) (hmem t) (by
    intro s hs
    obtain ⟨a, rfl⟩ := Submodule.mem_span_singleton.mp hs
    rw [smul_dotProduct, hc, smul_zero])
  -- the energy is quadratic in the scaling
  have hq : energy A (t • y - c • y) = (t - c) ^ 2 * energy A y := by
    rw [← sub_smul]
    simp only [energy, Matrix.mulVec_smul, dotProduct_smul, smul_dotProduct, smul_eq_mul]
    ring
  rw [h, hq]
```

## The gains over the unscaled guess and over zero

The main theorem has three parts: $E(y)>0$, the gain over $y$, and the gain over zero. Its hypotheses are that `A` is positive definite, that `x` solves the system, and that `y` is nonzero. The first gain is zero when $c=1$, and the second when $y$ is orthogonal to $b$; otherwise each is strictly positive.

The proof evaluates the parabola at `t = 1` and `t = 0`, and `linear_combination` rearranges the two equations.

```lean
/-- Let `A` be symmetric positive definite, `A x = b`, `y` a nonzero guess and
`c = ⟨y, b⟩ / ⟨y, A y⟩`. Then `⟨y, A y⟩` is positive, and the squared energy-norm error of `c y`
is lower than that of `y` by `(1 - c)² ⟨y, A y⟩` and than that of zero by `c² ⟨y, A y⟩`. -/
theorem warm_start_gain {A : Matrix n n ℝ} (hA : A.PosDef) {x b y : n → ℝ}
    (hx : A *ᵥ x = b) (hy : y ≠ 0) :
    0 < energy A y ∧
    errSq A x y - errSq A x (bestScale A b y • y)
      = (1 - bestScale A b y) ^ 2 * energy A y ∧
    errSq A x 0 - errSq A x (bestScale A b y • y)
      = bestScale A b y ^ 2 * energy A y := by
  have hs : A.IsSymm := by
    have h := hA.isHermitian.eq
    rw [Matrix.conjTranspose_eq_transpose_of_trivial] at h
    exact h
  have hc := scaled_residual_orthogonal hA b hy
  -- the original guess is `t = 1`, the zero start is `t = 0`
  have h1 := error_along_line hs hx hc 1
  have h0 := error_along_line hs hx hc 0
  rw [one_smul] at h1
  rw [zero_smul] at h0
  exact ⟨energy_pos hA hy, by linear_combination h1, by linear_combination h0⟩
```

The factor $c$ also beats every other real scaling strictly. This is the subspace theorem on the span of `y`. Its condition that the two guesses differ holds because $ty=cy$ with $y\neq0$ would force $t=c$.

```lean
/-- For symmetric positive definite `A`, `A x = b` and a nonzero guess `y`, the factor
`⟨y, b⟩ / ⟨y, A y⟩` gives a strictly smaller energy-norm error than any other scaling of `y`. -/
theorem bestScale_strictly_best {A : Matrix n n ℝ} (hA : A.PosDef) {x b y : n → ℝ}
    (hx : A *ᵥ x = b) (hy : y ≠ 0) {t : ℝ} (ht : t ≠ bestScale A b y) :
    errSq A x (bestScale A b y • y) < errSq A x (t • y) := by
  refine galerkin_strictly_best hA hx (Submodule.span ℝ {y})
    (Submodule.mem_span_singleton.mpr ⟨_, rfl⟩)
    (Submodule.mem_span_singleton.mpr ⟨_, rfl⟩) ?_ ?_
  · intro s hs
    obtain ⟨a, rfl⟩ := Submodule.mem_span_singleton.mp hs
    rw [smul_dotProduct, scaled_residual_orthogonal hA b hy, smul_zero]
  · intro h
    exact ht (smul_left_injective ℝ hy h)
```

The last theorem gives the threshold. It compares squared errors, which order guesses in the same way as the errors themselves. The equation `key` is the difference $(1-2c)E(y)$ found by subtracting the gains, and since $E(y)>0$, its sign is that of $1-2c$. At $c=1/2$ the unscaled guess and the zero start are equally good.

```lean
/-- For symmetric positive definite `A`, `A x = b` and a nonzero guess `y`, the unscaled guess
has a larger energy-norm error than the zero start exactly when `⟨y, b⟩ / ⟨y, A y⟩ < 1/2`. -/
theorem unscaled_worse_than_zero_iff {A : Matrix n n ℝ} (hA : A.PosDef) {x b y : n → ℝ}
    (hx : A *ᵥ x = b) (hy : y ≠ 0) :
    errSq A x 0 < errSq A x y ↔ bestScale A b y < 1 / 2 := by
  obtain ⟨hE, h1, h0⟩ := warm_start_gain hA hx hy
  -- the difference of the two gains is linear in the scaling factor
  have key : errSq A x y - errSq A x 0 = (1 - 2 * bestScale A b y) * energy A y := by
    linear_combination h1 - h0
  constructor
  · intro h
    have hp : 0 < (1 - 2 * bestScale A b y) * energy A y := by linarith
    have hq := (mul_pos_iff_of_pos_right hE).mp hp
    linarith
  · intro h
    have hp := mul_pos (by linarith : 0 < 1 - 2 * bestScale A b y) hE
    linarith

end

end WarmStartCG
```

```lean
#print axioms WarmStartCG.warm_start_gain
-- 'WarmStartCG.warm_start_gain' depends on axioms: [propext, Classical.choice, Quot.sound]
#print axioms WarmStartCG.bestScale_strictly_best
-- 'WarmStartCG.bestScale_strictly_best' depends on axioms: [propext, Classical.choice, Quot.sound]
#print axioms WarmStartCG.unscaled_worse_than_zero_iff
-- 'WarmStartCG.unscaled_worse_than_zero_iff' depends on axioms: [propext, Classical.choice, Quot.sound]
```
